# Racah's exchange inequality for finitely many radii: $G^k/(2k+1)$ never increases with $k$

## Why does my $G^1$ come out larger than $G^0$?

Without a bound that allows for nodes in the radial functions, my plausibility check on Slater exchange integrals throws out correct values. I have two atomic shells with real radial functions $P_a$ and $P_b$ (each is $r$ times the radial part of the orbital) on a grid of radii $r_i$ with quadrature weights $w_i$, and I compute, in atomic units,

$$G^k=\sum_{i,j}x_i x_j\,\frac{\min(r_i,r_j)^k}{\max(r_i,r_j)^{k+1}},\qquad x_i=w_i\,P_a(r_i)P_b(r_i).$$

Each kernel value can only fall or stay the same when $k$ goes up, so I rejected every set with $G^{k+1}>G^k$. But take just two radii, $1$ and $\tfrac12$, with amplitudes $1$ and $-1$. Then $G^0=1$, $G^1=2$ and $G^2=\tfrac52$, and the arithmetic is right. Is there any ordering of the $G^k$ that survives when the product $P_aP_b$ changes sign?

## Dividing by $2k+1$ restores the order

Yes. For positive radii and real amplitudes of either sign,

$$\frac{G^{k+1}}{2k+3}\le\frac{G^k}{2k+1}\qquad(k=0,1,2,\dots).$$

Your three numbers become $1$, $\tfrac23$ and $\tfrac12$, which do fall. Your check compared the kernels term by term, and that is guaranteed to work when no product $x_ix_j$ is negative. With mixed signs, the negative cross terms shrink as $k$ grows, and the total can rise. The inequality limits how fast it can rise.

**The gap as the integral of a square.** Fix $k$ and write $K^k(r,s)=\min(r,s)^k/\max(r,s)^{k+1}$ for the kernel. To each radius $r$ attach a function of an inverse radius $v\ge 0$:

$$f_r(v)=(rv)^k\max(0,\,1-rv).$$

Take two radii $0<r\le s$. For $v\ge 1/s$ the factor $f_s(v)$ vanishes. For $0\le v\le 1/s$ we have $rv\le sv\le 1$, so both cut-offs are inactive and

$$f_r(v)f_s(v)=(rs)^k\left[v^{2k}-(r+s)v^{2k+1}+rs\,v^{2k+2}\right].$$

Integrating from $0$ to any $L\ge 1/s$ therefore gives

$$\int_0^L f_rf_s\,dv=(rs)^k\left[\frac{1}{(2k+1)s^{2k+1}}-\frac{r+s}{(2k+2)s^{2k+2}}+\frac{rs}{(2k+3)s^{2k+3}}\right].$$

Since $r$ is the smaller radius, $K^k=r^k/s^{k+1}$ and $K^{k+1}=r^{k+1}/s^{k+2}$. The first term in the bracket contributes $K^k/(2k+1)$, the second $-(K^{k+1}+K^k)/(2k+2)$, and the third $K^{k+1}/(2k+3)$. Collecting them,

$$\int_0^L f_rf_s\,dv=K^k\left(\frac1{2k+1}-\frac1{2k+2}\right)-K^{k+1}\left(\frac1{2k+2}-\frac1{2k+3}\right)$$

$$=\frac{1}{2k+2}\left[\frac{K^k}{2k+1}-\frac{K^{k+1}}{2k+3}\right].$$

Both sides are symmetric in $r$ and $s$, so the formula holds for either order of the radii, provided that $L$ is at least $1/\max(r,s)$. Now choose $L\ge 1/r_i$ for every $i$, multiply by $x_ix_j$ and sum over all pairs. The double sum of products is a square:

$$\frac{G^k}{2k+1}-\frac{G^{k+1}}{2k+3}=(2k+2)\int_0^L\Big(\sum_i x_i f_{r_i}(v)\Big)^2dv\ \ge 0.$$

The signs of the $x_i$ no longer matter. In your example with $k=0$, the left side is $1-\tfrac23=\tfrac13$. On the right, the square is $(v/2)^2$ on $[0,1]$ and $(1-v/2)^2$ on $[1,2]$. Each part integrates to $\tfrac1{12}$, and twice their sum is again $\tfrac13$.

Applying the inequality repeatedly compares any two orders. This is useful because the exchange energy between two given shells contains only orders of one parity. For a p and a d shell these are $k=1$ and $k=3$, and the relation is $G^3/7\le G^1/3$.

**What the Lean theorems say.** `racah_inequality` is the inequality between neighbouring orders, and `racah_inequality_of_le` is the one between any two orders $k\le l$. The letter `l` there is a multipole order, not an orbital angular momentum.

- The finite type `ι` labels the grid points. The function `r : ι → ℝ` gives their radii, and `x : ι → ℝ` gives the amplitudes, with the quadrature weights absorbed. Although it is called `x`, it is not a coordinate.
- `radialKernel k r s` is $K^k(r,s)$, and `exchangeG k r x` is the double sum $G^k$, including the diagonal terms $i=j$. The Coulomb prefactor is set to one, as in atomic units.
- `gapMode k r v` is $f_r(v)$. It is an auxiliary function, not an orbital.
- The hypothesis `hr : ∀ i, 0 < r i` says that every grid point lies at a positive distance from the nucleus. If your grid contains $r=0$, leave that point out: $P_a$ and $P_b$ vanish there, so it contributes nothing. Nothing requires the radii to be distinct, and the amplitudes need not be normalised.

For radial functions tabulated on a finite grid, this gives a check on the exchange integrals that enter atomic multiplet calculations, as long as all orders are evaluated by this same double sum. The step from here to the textbook $G^k$ is the limit in which the sum becomes a double integral over continuous radial functions. Parameters fitted to spectra are a different matter, because they absorb effects beyond a single pair of radial functions and need not obey the inequality.

```lean
import Mathlib

open MeasureTheory

namespace RacahExchange

noncomputable section

variable {ι : Type*} [Fintype ι]

/-- The radial Coulomb kernel of order `k`, the smaller radius to the power `k` over the larger
to the power `k + 1`, for positive radii. -/
def radialKernel (k : ℕ) (r s : ℝ) : ℝ := min r s ^ k / max r s ^ (k + 1)

/-- The discretized Slater exchange integral `G^k` for positive radii `r i` and real
transition amplitudes `x i`. -/
def exchangeG (k : ℕ) (r x : ι → ℝ) : ℝ :=
  ∑ i, ∑ j, x i * x j * radialKernel k (r i) (r j)

/-- An auxiliary function of the inverse radius `v`, attached to a grid point at radius `r`:
`(r v)^k (1 - r v)`, cut off to zero where `r v > 1`. -/
def gapMode (k : ℕ) (r v : ℝ) : ℝ := (r * v) ^ k * max 0 (1 - r * v)

/-- The auxiliary function attached to `r` is continuous in the inverse radius `v`. -/
theorem continuous_gapMode (k : ℕ) (r : ℝ) : Continuous (gapMode k r) :=
  ((continuous_const.mul continuous_id).pow k).mul
    (continuous_const.max (continuous_const.sub (continuous_const.mul continuous_id)))

/-- For radii `0 < r ≤ s`, the overlap of the two auxiliary functions is the difference of the
Coulomb kernels of orders `k` and `k + 1`, divided by `2k+1` and `2k+3`, up to the factor
`1/(2k+2)`. The integration must reach at least `1/s`. -/
theorem overlap_of_le (k : ℕ) {r s L : ℝ} (hr : 0 < r) (hrs : r ≤ s) (hL : 1 / s ≤ L) :
    ∫ v in (0 : ℝ)..L, gapMode k r v * gapMode k s v =
      (radialKernel k r s / (2 * k + 1) - radialKernel (k + 1) r s / (2 * k + 3))
        / (2 * k + 2) := by
  have hs : 0 < s := hr.trans_le hrs
  have hc : Continuous fun v => gapMode k r v * gapMode k s v :=
    (continuous_gapMode k r).mul (continuous_gapMode k s)
  -- beyond `1/s` the function attached to the larger radius `s` vanishes
  have tail : ∫ v in (1 / s)..L, gapMode k r v * gapMode k s v = 0 := by
    have h : ∫ v in (1 / s)..L, gapMode k r v * gapMode k s v = ∫ _v in (1 / s)..L, (0 : ℝ) := by
      apply intervalIntegral.integral_congr
      intro v hv
      rw [Set.uIcc_of_le hL] at hv
      have h1 : 1 ≤ v * s := (div_le_iff₀ hs).mp hv.1
      have h2 : max 0 (1 - s * v) = 0 := max_eq_left (by linarith [mul_comm v s])
      simp only [gapMode, h2, mul_zero]
    rw [h, intervalIntegral.integral_zero]
  have hp : ∀ (n : ℕ) (v : ℝ),
      HasDerivAt (fun v : ℝ => v ^ (n + 1) / ((n : ℝ) + 1)) (v ^ n) v := by
    intro n v
    refine ((hasDerivAt_pow (n + 1) v).div_const ((n : ℝ) + 1)).congr_deriv ?_
    have hn : (n : ℝ) + 1 ≠ 0 := by positivity
    rw [Nat.add_sub_cancel, Nat.cast_add, Nat.cast_one]
    exact mul_div_cancel_left₀ _ hn
  -- up to `1/s` the integrand is a polynomial
  have head := intervalIntegral.integral_eq_sub_of_hasDerivAt
    (a := 0) (b := 1 / s) (f' := fun v => gapMode k r v * gapMode k s v)
    (f := fun v : ℝ => (r * s) ^ k * (v ^ (2 * k + 1) / (((2 * k : ℕ) : ℝ) + 1)
      - (r + s) * (v ^ (2 * k + 1 + 1) / (((2 * k + 1 : ℕ) : ℝ) + 1))
      + r * s * (v ^ (2 * k + 2 + 1) / (((2 * k + 2 : ℕ) : ℝ) + 1))))
    (by
      intro v hv
      rw [Set.uIcc_of_le (by positivity)] at hv
      have h1 : v * s ≤ 1 := (le_div_iff₀ hs).mp hv.2
      have h2 : r * v ≤ s * v := mul_le_mul_of_nonneg_right hrs hv.1
      have h3 : max 0 (1 - s * v) = 1 - s * v := max_eq_right (by linarith [mul_comm v s])
      have h4 : max 0 (1 - r * v) = 1 - r * v := max_eq_right (by linarith [mul_comm v s])
      refine ((((hp (2 * k) v).fun_sub ((hp (2 * k + 1) v).const_mul (r + s))).fun_add
        ((hp (2 * k + 2) v).const_mul (r * s))).const_mul ((r * s) ^ k)).congr_deriv ?_
      simp only [gapMode, h3, h4]
      ring)
    (hc.intervalIntegrable _ _)
  rw [← intervalIntegral.integral_add_adjacent_intervals (hc.intervalIntegrable 0 (1 / s))
    (hc.intervalIntegrable (1 / s) L), tail, head]
  have a1 : (2 * (k : ℝ) + 1) ≠ 0 := by positivity
  have a2 : (2 * (k : ℝ) + 2) ≠ 0 := by positivity
  have a3 : (2 * (k : ℝ) + 3) ≠ 0 := by positivity
  have b2 : (2 * (k : ℝ) + 1 + 1) = 2 * k + 2 := by ring
  have b3 : (2 * (k : ℝ) + 2 + 1) = 2 * k + 3 := by ring
  simp only [radialKernel, min_eq_left hrs, max_eq_right hrs, Nat.cast_add, Nat.cast_mul,
    Nat.cast_ofNat, Nat.cast_one, b2, b3, zero_pow (Nat.succ_ne_zero _), zero_div, mul_zero,
    sub_zero, add_zero, mul_pow, one_div, inv_pow]
  field_simp
  ring

/-- For positive radii, the gap between `G^k/(2k+1)` and `G^(k+1)/(2k+3)` is `2k+2` times the
integral of a square, provided the integration reaches every inverse radius. -/
theorem gap_eq_integral (k : ℕ) (r x : ι → ℝ) {L : ℝ} (hr : ∀ i, 0 < r i)
    (hL : ∀ i, 1 / r i ≤ L) :
    exchangeG k r x / (2 * k + 1) - exchangeG (k + 1) r x / (2 * k + 3) =
      (2 * k + 2) * ∫ v in (0 : ℝ)..L, (∑ i, x i * gapMode k (r i) v) ^ 2 := by
  have pair : ∀ i j, ∫ v in (0 : ℝ)..L, gapMode k (r i) v * gapMode k (r j) v =
      (radialKernel k (r i) (r j) / (2 * k + 1)
        - radialKernel (k + 1) (r i) (r j) / (2 * k + 3)) / (2 * k + 2) := by
    intro i j
    rcases le_total (r i) (r j) with h | h
    · exact overlap_of_le k (hr i) h (hL j)
    · have e := overlap_of_le k (hr j) h (hL i)
      have c : ∀ v, gapMode k (r i) v * gapMode k (r j) v =
        gapMode k (r j) v * gapMode k (r i) v := fun v => mul_comm _ _
      rw [intervalIntegral.integral_congr (fun v _ => c v), e]
      simp only [radialKernel, min_comm (r j) (r i), max_comm (r j) (r i)]
  have hc : ∀ i j, Continuous fun v => x i * x j * (gapMode k (r i) v * gapMode k (r j) v) :=
    fun i j => continuous_const.mul ((continuous_gapMode k _).mul (continuous_gapMode k _))
  -- expand the square into pairs of grid points
  have expand : ∀ v, (∑ i, x i * gapMode k (r i) v) ^ 2 =
      ∑ i, ∑ j, x i * x j * (gapMode k (r i) v * gapMode k (r j) v) := by
    intro v
    rw [sq, Finset.sum_mul_sum]
    exact Finset.sum_congr rfl fun i _ => Finset.sum_congr rfl fun j _ => by ring
  rw [intervalIntegral.integral_congr (fun v _ => expand v),
    intervalIntegral.integral_finsetSum (fun i _ =>
      (continuous_finsetSum _ fun j _ => hc i j).intervalIntegrable _ _)]
  simp only [exchangeG, Finset.sum_div, Finset.mul_sum, ← Finset.sum_sub_distrib]
  refine Finset.sum_congr rfl fun i _ => ?_
  rw [intervalIntegral.integral_finsetSum (fun j _ => (hc i j).intervalIntegrable _ _),
    Finset.mul_sum]
  refine Finset.sum_congr rfl fun j _ => ?_
  rw [intervalIntegral.integral_const_mul, pair]
  have a2 : (2 * (k : ℝ) + 2) ≠ 0 := by positivity
  rw [mul_left_comm, mul_div_cancel₀ _ a2]
  ring

/-- Racah's exchange inequality: for positive radii and real amplitudes of either sign,
`G^(k+1)/(2k+3) ≤ G^k/(2k+1)`. -/
theorem racah_inequality (k : ℕ) (r x : ι → ℝ) (hr : ∀ i, 0 < r i) :
    exchangeG (k + 1) r x / (2 * k + 3) ≤ exchangeG k r x / (2 * k + 1) := by
  have hpos : ∀ j, 0 ≤ 1 / r j := fun j => (one_div_pos.mpr (hr j)).le
  -- the sum of all inverse radii is a sufficient range of integration
  have h := gap_eq_integral k r x (L := ∑ j, 1 / r j) hr fun i =>
    Finset.single_le_sum (f := fun j => 1 / r j) (fun j _ => hpos j) (Finset.mem_univ i)
  have hI := intervalIntegral.integral_nonneg (μ := volume)
    (Finset.sum_nonneg fun j _ => hpos j : (0 : ℝ) ≤ ∑ j, 1 / r j)
    (fun v _ => sq_nonneg (∑ i, x i * gapMode k (r i) v))
  have hk : (0 : ℝ) ≤ 2 * k + 2 := by positivity
  linarith [mul_nonneg hk hI]

/-- For positive radii, `G^l/(2l+1) ≤ G^k/(2k+1)` for any two orders `k ≤ l`. -/
theorem racah_inequality_of_le {k l : ℕ} (hkl : k ≤ l) (r x : ι → ℝ) (hr : ∀ i, 0 < r i) :
    exchangeG l r x / (2 * l + 1) ≤ exchangeG k r x / (2 * k + 1) := by
  induction l, hkl using Nat.le_induction with
  | base => exact le_rfl
  | succ n _ ih =>
    have e : 2 * ((n + 1 : ℕ) : ℝ) + 1 = 2 * n + 3 := by push_cast; ring
    rw [e]
    exact (racah_inequality n r x hr).trans ih

end

end RacahExchange
```

```lean
#print axioms RacahExchange.racah_inequality
#print axioms RacahExchange.racah_inequality_of_le
```

```
'RacahExchange.racah_inequality' depends on axioms: [propext, Classical.choice, Quot.sound]
'RacahExchange.racah_inequality_of_le' depends on axioms: [propext, Classical.choice, Quot.sound]
```

**From the integral to the theorem in Lean.** `continuous_gapMode` shows that $f_r$ is continuous, which supplies the integrability needed later.

`overlap_of_le` is the calculation for one pair with $r\le s$. Its step `tail` shows that the integral from $1/s$ to $L$ is zero, because the outer radius has been cut off there. The step `hp` provides the antiderivative of $v^n$. The step `head` applies the fundamental theorem of calculus on $[0,1/s]$, where `h3` and `h4` remove the two cut-offs and leave the polynomial above. The two parts of the integral are then joined, and `field_simp` followed by `ring` collects the three fractions into the two kernels.

`gap_eq_integral` carries out the sum over pairs. Its step `pair` removes the assumption $r\le s$: it splits into the two possible orders and uses the symmetry of the kernel and of the product. The step `expand` writes the square as a double sum, and `intervalIntegral.integral_finsetSum` moves the integral inside the two finite sums. What remains is the pair formula multiplied by $x_ix_j$.

`racah_inequality` needs a definite upper limit and takes $L=\sum_j 1/r_j$. Since all terms are positive, this is at least as large as each $1/r_i$. The integral of a square is non-negative, and `linarith` turns the identity into the inequality.

`racah_inequality_of_le` is an induction on the larger order, starting at $l=k$, where the two sides are equal. Each step applies `racah_inequality` once, after rewriting $2(n+1)+1$ as $2n+3$.

**Negative radii break it.** Take a single point with $r=-1$ and $x=1$, and read the formula literally. Then $G^k=(-1)^k/(-1)^{k+1}=-1$ for every $k$, and the case $k=0$ would claim $-\tfrac13\le-1$, which is false. The example shows that negative radii have to be excluded.

A similar failure matters more in practice. The definition uses the same amplitudes for both electrons. If $x_ix_j$ is replaced by $x_iy_j$ with a second list $y$, as in a general Slater integral with two different transition densities, then one point at $r=1$ with $x=1$ and $y=-1$ again gives $-1$ at every order. Keep your new check for the exchange integrals $G^k$, and don't apply it to those general integrals.
